# Levels missed by a KKR determinant with fewer channels than degenerate plane waves

Two plane waves at energy $e$ that couple with amplitude 1 to one channel of real strength $t\neq0$ have the Hamiltonian $e+t\begin{pmatrix}1&1\\1&1\end{pmatrix}$, with levels $e+2t$ and $e$, but the KKR condition $1-2t/(E-e)=0$ finds only $e+2t$. The missed state $(1,-1)/\sqrt2$ has no amplitude in the channel, and the same happens for any finite number of channels smaller than the number of waves, provided that the matrices `t` and `Y * Yᴴ` below are invertible.

In Lean 4 with Mathlib:

```lean
import Mathlib

open Matrix
open scoped ComplexOrder

namespace KKRMissedLevels

noncomputable section

variable {L N : Type*} [Fintype L] [DecidableEq L] [Fintype N] [DecidableEq N]

/-- The Hamiltonian of degenerate plane waves at energy `e`, coupled through the
angular-momentum amplitudes `Y` to the scattering matrix `t`. -/
def planeWaveH (e : ℝ) (t : Matrix L L ℂ) (Y : Matrix L N ℂ) : Matrix N N ℂ :=
  (e : ℂ) • (1 : Matrix N N ℂ) + Yᴴ * t * Y

/-- The space of plane-wave states that solve the Schrödinger equation at energy `E`. -/
def levelSpace (e : ℝ) (t : Matrix L L ℂ) (Y : Matrix L N ℂ) (E : ℂ) :
    Submodule ℂ (N → ℂ) :=
  LinearMap.ker (planeWaveH e t Y - E • (1 : Matrix N N ℂ)).mulVecLin

/-- The KKR matrix `1 - t Y Y* / (E - e)` in the angular-momentum channels,
for energies `E ≠ e`. -/
def kkrMatrix (e : ℝ) (t : Matrix L L ℂ) (Y : Matrix L N ℂ) (E : ℂ) : Matrix L L ℂ :=
  1 - (E - e)⁻¹ • (t * Y * Yᴴ)

/-- The secular polynomial `det ((E - e) - t Y Y*)`, defined at every energy. -/
def clearedSecular (e : ℝ) (t : Matrix L L ℂ) (Y : Matrix L N ℂ) (E : ℂ) : ℂ :=
  ((E - e) • (1 : Matrix L L ℂ) - t * Y * Yᴴ).det

omit [DecidableEq L] in
/-- A state solves the Schrödinger equation at energy `E` exactly when `Y* t Y`
multiplies it by the level shift `E - e`. -/
theorem mem_levelSpace (e : ℝ) (t : Matrix L L ℂ) (Y : Matrix L N ℂ) (E : ℂ)
    (c : N → ℂ) :
    c ∈ levelSpace e t Y E ↔ (Yᴴ * t * Y) *ᵥ c = (E - e) • c := by
  simp only [levelSpace, LinearMap.mem_ker, Matrix.mulVecLin_apply, planeWaveH,
    Matrix.sub_mulVec, Matrix.add_mulVec, Matrix.smul_mulVec, Matrix.one_mulVec]
  constructor <;> intro h <;> linear_combination (norm := module) h

/-- At `E ≠ e`, a plane-wave solution `c` gives a KKR solution `t Y c`,
from which `c` is recovered by applying `Y* / (E - e)`. -/
theorem amplitude_of_level {e : ℝ} {t : Matrix L L ℂ} {Y : Matrix L N ℂ} {E : ℂ}
    (hE : E ≠ e) {c : N → ℂ} (hc : c ∈ levelSpace e t Y E) :
    kkrMatrix e t Y E *ᵥ ((t * Y) *ᵥ c) = 0 ∧
      c = (E - e)⁻¹ • (Yᴴ *ᵥ ((t * Y) *ᵥ c)) := by
  have hz : E - (e : ℂ) ≠ 0 := sub_ne_zero.2 hE
  have h := (mem_levelSpace e t Y E c).1 hc
  have hback : Yᴴ *ᵥ ((t * Y) *ᵥ c) = (E - e) • c := by
    rw [← h, Matrix.mulVec_mulVec, Matrix.mul_assoc Yᴴ t Y]
  constructor
  · rw [kkrMatrix, Matrix.sub_mulVec, Matrix.one_mulVec, Matrix.smul_mulVec,
      ← Matrix.mulVec_mulVec _ (t * Y) Yᴴ, hback, Matrix.mulVec_smul,
      inv_smul_smul₀ hz, sub_self]
  · rw [hback, inv_smul_smul₀ hz]

/-- At `E ≠ e`, a KKR solution `a` gives a plane-wave solution `Y* a`,
from which `a` is recovered by applying `t Y / (E - e)`. -/
theorem level_of_amplitude {e : ℝ} {t : Matrix L L ℂ} {Y : Matrix L N ℂ} {E : ℂ}
    (hE : E ≠ e) {a : L → ℂ} (ha : kkrMatrix e t Y E *ᵥ a = 0) :
    Yᴴ *ᵥ a ∈ levelSpace e t Y E ∧
      a = (E - e)⁻¹ • ((t * Y) *ᵥ (Yᴴ *ᵥ a)) := by
  have hz : E - (e : ℂ) ≠ 0 := sub_ne_zero.2 hE
  have h : a = (E - e)⁻¹ • ((t * Y) *ᵥ (Yᴴ *ᵥ a)) := by
    rw [kkrMatrix, Matrix.sub_mulVec, Matrix.one_mulVec, Matrix.smul_mulVec,
      ← Matrix.mulVec_mulVec _ (t * Y) Yᴴ] at ha
    exact sub_eq_zero.1 ha
  have h' : (t * Y) *ᵥ (Yᴴ *ᵥ a) = (E - e) • a :=
    ((eq_inv_smul_iff₀ hz).1 h).symm
  refine ⟨(mem_levelSpace e t Y E _).2 ?_, h⟩
  rw [Matrix.mul_assoc Yᴴ t Y, ← Matrix.mulVec_mulVec _ Yᴴ (t * Y), h',
    Matrix.mulVec_smul]

/-- Away from the plane-wave energy, the KKR matrix is singular exactly when
`E - e` is an eigenvalue of `Y* t Y`. -/
theorem kkr_singular_iff {e : ℝ} (t : Matrix L L ℂ) (Y : Matrix L N ℂ) {E : ℂ}
    (hE : E ≠ e) :
    (kkrMatrix e t Y E).det = 0 ↔
      ∃ c : N → ℂ, c ≠ 0 ∧ (Yᴴ * t * Y) *ᵥ c = (E - e) • c := by
  rw [← Matrix.exists_mulVec_eq_zero_iff]
  constructor
  · rintro ⟨a, ha0, ha⟩
    obtain ⟨hc, hr⟩ := level_of_amplitude hE ha
    refine ⟨Yᴴ *ᵥ a, fun h0 => ha0 ?_, (mem_levelSpace e t Y E _).1 hc⟩
    rw [hr, h0, Matrix.mulVec_zero, smul_zero]
  · rintro ⟨c, hc0, hc⟩
    obtain ⟨ha, hr⟩ := amplitude_of_level hE ((mem_levelSpace e t Y E c).2 hc)
    refine ⟨(t * Y) *ᵥ c, fun h0 => hc0 ?_, ha⟩
    rw [hr, h0, Matrix.mulVec_zero, smul_zero]

/-- Away from the plane-wave energy, the null space of the KKR matrix has the
dimension of the space of plane-wave solutions. -/
theorem kkr_multiplicity {e : ℝ} (t : Matrix L L ℂ) (Y : Matrix L N ℂ) {E : ℂ}
    (hE : E ≠ e) :
    Module.finrank ℂ (LinearMap.ker (kkrMatrix e t Y E).mulVecLin) =
      Module.finrank ℂ (levelSpace e t Y E) := by
  apply le_antisymm
  · -- amplitudes embed into plane-wave states
    let f := Yᴴ.mulVecLin.restrict
      (p := LinearMap.ker (kkrMatrix e t Y E).mulVecLin) (q := levelSpace e t Y E)
      (fun a ha => (level_of_amplitude hE (LinearMap.mem_ker.1 ha)).1)
    refine LinearMap.finrank_le_finrank_of_injective (f := f) ?_
    intro x y hxy
    have h : Yᴴ *ᵥ x.1 = Yᴴ *ᵥ y.1 := congrArg Subtype.val hxy
    apply Subtype.ext
    refine (level_of_amplitude hE (LinearMap.mem_ker.1 x.2)).2.trans ?_
    rw [h]
    exact (level_of_amplitude hE (LinearMap.mem_ker.1 y.2)).2.symm
  · -- plane-wave states embed into amplitudes
    let f := (t * Y).mulVecLin.restrict
      (p := levelSpace e t Y E) (q := LinearMap.ker (kkrMatrix e t Y E).mulVecLin)
      (fun c hc => LinearMap.mem_ker.2 (amplitude_of_level hE hc).1)
    refine LinearMap.finrank_le_finrank_of_injective (f := f) ?_
    intro x y hxy
    have h : (t * Y) *ᵥ x.1 = (t * Y) *ᵥ y.1 := congrArg Subtype.val hxy
    apply Subtype.ext
    refine (amplitude_of_level hE x.2).2.trans ?_
    rw [h]
    exact (amplitude_of_level hE y.2).2.symm

/-- For Hermitian `t`, every energy `E ≠ e` at which the KKR matrix is singular is real. -/
theorem kkr_root_real {e : ℝ} {t : Matrix L L ℂ} (ht : t.IsHermitian)
    (Y : Matrix L N ℂ) {E : ℂ} (hE : E ≠ e) (h : (kkrMatrix e t Y E).det = 0) :
    E.im = 0 := by
  obtain ⟨c, hc0, hc⟩ := (kkr_singular_iff t Y hE).1 h
  have hW : (Yᴴ * t * Y)ᴴ = Yᴴ * t * Y := by
    simp only [Matrix.conjTranspose_mul, Matrix.conjTranspose_conjTranspose, ht.eq,
      Matrix.mul_assoc]
  have hs : star c ⬝ᵥ c ≠ 0 := fun h0 => hc0 (dotProduct_star_self_eq_zero.1 h0)
  -- evaluate the expectation value of the coupling in two ways
  have h1 : (E - e) * (star c ⬝ᵥ c) = star (E - (e : ℂ)) * (star c ⬝ᵥ c) := by
    calc (E - e) * (star c ⬝ᵥ c) = star c ⬝ᵥ ((Yᴴ * t * Y) *ᵥ c) := by
          rw [hc, dotProduct_smul, smul_eq_mul]
      _ = star ((Yᴴ * t * Y) *ᵥ c) ⬝ᵥ c := by
          rw [Matrix.dotProduct_mulVec, Matrix.star_mulVec, hW]
      _ = star (E - (e : ℂ)) * (star c ⬝ᵥ c) := by
          rw [hc, star_smul, smul_dotProduct, smul_eq_mul]
  have h2 := congrArg Complex.im (mul_right_cancel₀ hs h1)
  simp at h2
  linarith

omit [DecidableEq L] in
/-- The multiplicity of the unshifted level `e` and the rank of `Y* t Y` add up to
the number of plane waves. -/
theorem unshifted_add_rank (e : ℝ) (t : Matrix L L ℂ) (Y : Matrix L N ℂ) :
    Module.finrank ℂ (levelSpace e t Y e) + (Yᴴ * t * Y).rank = Fintype.card N := by
  have hk : levelSpace e t Y e = LinearMap.ker (Yᴴ * t * Y).mulVecLin := by
    ext c
    rw [mem_levelSpace, sub_self, zero_smul, LinearMap.mem_ker, Matrix.mulVecLin_apply]
  have h := LinearMap.finrank_range_add_finrank_ker (Yᴴ * t * Y).mulVecLin
  rw [Module.finrank_fintype_fun_eq_card] at h
  rw [hk, Matrix.rank, add_comm]
  exact h

/-- The multiplicity of the unshifted level is at least the number of plane waves
minus the number of channels; equality holds if `t` and `Y Y*` are invertible. -/
theorem unshifted_multiplicity (e : ℝ) (t : Matrix L L ℂ) (Y : Matrix L N ℂ) :
    Fintype.card N ≤ Module.finrank ℂ (levelSpace e t Y e) + Fintype.card L ∧
      (t.det ≠ 0 → (Y * Yᴴ).det ≠ 0 →
        Fintype.card N = Module.finrank ℂ (levelSpace e t Y e) + Fintype.card L) := by
  have hsum := unshifted_add_rank e t Y
  have hle : (Yᴴ * t * Y).rank ≤ Fintype.card L :=
    (Matrix.rank_mul_le_right _ _).trans (Matrix.rank_le_card_height Y)
  refine ⟨by omega, fun ht hY => ?_⟩
  -- sandwiching the coupling between Y and Y* gives an invertible channel matrix
  have hu : IsUnit (Y * (Yᴴ * t * Y) * Yᴴ) := by
    have h : Y * (Yᴴ * t * Y) * Yᴴ = (Y * Yᴴ) * t * (Y * Yᴴ) := by
      simp only [Matrix.mul_assoc]
    rw [h, Matrix.isUnit_iff_isUnit_det, isUnit_iff_ne_zero, Matrix.det_mul,
      Matrix.det_mul]
    exact mul_ne_zero (mul_ne_zero hY ht) hY
  have hr := Matrix.rank_of_isUnit _ hu
  have h1 := Matrix.rank_mul_le_left (Y * (Yᴴ * t * Y)) Yᴴ
  have h2 := Matrix.rank_mul_le_right Y (Yᴴ * t * Y)
  omega

omit [DecidableEq N] in
/-- For `E ≠ e`, the secular polynomial is the KKR determinant times `E - e` to the
number of channels. -/
theorem clearedSecular_eq {e : ℝ} (t : Matrix L L ℂ) (Y : Matrix L N ℂ) {E : ℂ}
    (hE : E ≠ e) :
    clearedSecular e t Y E = (E - e) ^ Fintype.card L * (kkrMatrix e t Y E).det := by
  rw [clearedSecular, kkrMatrix, ← Matrix.det_smul, smul_sub,
    smul_inv_smul₀ (sub_ne_zero.2 hE)]

/-- With fewer channels than plane waves and with `t` and `Y Y*` invertible, the
Hamiltonian has a level at `e`, but the secular polynomial does not vanish there. -/
theorem unshifted_levels_missed (e : ℝ) {t : Matrix L L ℂ} {Y : Matrix L N ℂ}
    (hLN : Fintype.card L < Fintype.card N) (ht : t.det ≠ 0) (hY : (Y * Yᴴ).det ≠ 0) :
    0 < Module.finrank ℂ (levelSpace e t Y e) ∧ clearedSecular e t Y e ≠ 0 := by
  have h := (unshifted_multiplicity e t Y).1
  refine ⟨by omega, ?_⟩
  rw [clearedSecular, sub_self, zero_smul, zero_sub, Matrix.det_neg, Matrix.mul_assoc,
    Matrix.det_mul]
  exact mul_ne_zero (pow_ne_zero _ (neg_ne_zero.2 one_ne_zero)) (mul_ne_zero ht hY)

end

end KKRMissedLevels
```

```lean
#print axioms KKRMissedLevels.kkr_multiplicity
-- 'KKRMissedLevels.kkr_multiplicity' depends on axioms: [propext, Classical.choice, Quot.sound]
#print axioms KKRMissedLevels.kkr_root_real
-- 'KKRMissedLevels.kkr_root_real' depends on axioms: [propext, Classical.choice, Quot.sound]
#print axioms KKRMissedLevels.clearedSecular_eq
-- 'KKRMissedLevels.clearedSecular_eq' depends on axioms: [propext, Classical.choice, Quot.sound]
#print axioms KKRMissedLevels.unshifted_levels_missed
-- 'KKRMissedLevels.unshifted_levels_missed' depends on axioms: [propext, Classical.choice, Quot.sound]
```

## Waves, channels and scattering strength

The finite types `N` and `L` label plane waves and angular-momentum channels; their sizes are written $|N|$ and $|L|$ here. The matrix $Y$ gives the amplitude of each wave in each channel, and $t$ stands for the scattering strength of the muffin-tin potential, taken as independent of energy. A Hermitian $t$ models the effective strength in the plane-wave form of the KKR equations. For a spherical potential and a real energy this strength is real and diagonal, and it follows from the phase shifts $\delta_\ell$ and the muffin-tin radius. It is not the usual complex t-matrix, whose entries are proportional to $e^{i\delta_\ell}\sin\delta_\ell$. It also differs from the reactance matrix, whose entries are proportional to $\tan\delta_\ell$, because the plane-wave sum $YY^\dagger/(E-e)$ includes free propagation within one site, which the usual KKR structure constants leave out. With $Y^\dagger$ for `Yᴴ`, `planeWaveH` is

$$H=e+W,\qquad W=Y^\dagger tY .$$

`levelSpace` is the null space of $H-E$, so its dimension is the multiplicity of the level $E$, and zero if there is none. The energy $e$ is real, while $E$ may be complex. The matrix $t$ is assumed Hermitian only in `kkr_root_real`, and invertible only in `unshifted_levels_missed` and the second part of `unshifted_multiplicity`.

The model is non-interacting and has a single plane-wave energy. Within these limits it shows how a band-structure search for zeros of a KKR determinant can lose levels at a degenerate free-electron energy when the angular momentum is truncated.

## Away from $e$, both equations have the same levels

Put $z=E-e$. Then $(H-E)c=0$ means $Wc=zc$, which is `mem_levelSpace`. For $z\neq0$ the KKR matrix is $K=1-tYY^\dagger/z$.

Given a level state $c$, set $a=tYc$. Then $Y^\dagger a=Wc=zc$, hence

$$tYY^\dagger a=z\,tYc=za,\qquad Ka=0,\qquad c=Y^\dagger a/z .$$

This is `amplitude_of_level`. Conversely, let $Ka=0$, so that $tYY^\dagger a=za$, and set $c=Y^\dagger a$. Then

$$Wc=Y^\dagger(tYY^\dagger a)=zc,\qquad a=tYc/z ,$$

which is `level_of_amplitude`.

The recovery formulas show that nonzero vectors go to nonzero vectors. Hence $\det K=0$ exactly when $z$ is an eigenvalue of $W$ (`kkr_singular_iff`). They also make both maps injective, so each null space has at most the dimension of the other; `kkr_multiplicity` joins the two inequalities by `le_antisymm`.

If $t$ is Hermitian, so is $W$, and evaluating $c^\dagger Wc$ in two ways gives $z\,c^\dagger c=z^*c^\dagger c$. Since $c^\dagger c\neq0$, $E$ is real (`kkr_root_real`).

## How many levels stay at $e$

At $E=e$ the level space is the null space of $W$, and rank-nullity gives `unshifted_add_rank`:

$$\dim\ker W+\operatorname{rank}W=|N| .$$

Since $\operatorname{rank}W\le\operatorname{rank}Y\le|L|$, at least $|N|-|L|$ independent states remain unshifted. `unshifted_multiplicity` writes this bound as a sum, without subtraction.

Its second part assumes that $t$ and $YY^\dagger$ are invertible: $t$ sends no nonzero channel vector to zero, and the rows of $Y$ are linearly independent. Then

$$YWY^\dagger=(YY^\dagger)\,t\,(YY^\dagger)$$

is invertible and has rank $|L|$. A product has at most the rank of each factor, so $\operatorname{rank}W\ge|L|$, and `omega` combines the inequalities into equality.

## Clearing the pole does not restore them

The formula for $K$ divides by zero at $E=e$, so the test there uses the polynomial `clearedSecular`,

$$D(E)=\det(z-tYY^\dagger)=z^{|L|}\det K\quad(z\neq0),$$

where the second equality is `clearedSecular_eq`. At $E=e$,

$$D(e)=(-1)^{|L|}\det t\,\det(YY^\dagger),$$

which is nonzero under the two invertibility assumptions. If also $|L|<|N|$, then $H$ has a level at $e$ where $D$ has no zero: this is `unshifted_levels_missed`.

In the opening example $D(E)=E-e-2t$. If $t=0$ were allowed there, $D(E)=E-e$ would vanish at $e$, and the level would have multiplicity 2 instead of 1. The polynomial would then find the level, but as a simple zero that accounts for only one of the two states.

## Plane waves with different energies

The model could instead have given each wave its own energy, with a diagonal matrix $\varepsilon$ in place of $e$. The KKR matrix would become $1-tY(E-\varepsilon)^{-1}Y^\dagger$, with possible poles at the plane-wave energies. The lower bound would then apply to each degenerate group: among $M$ waves of equal energy, at least $M-|L|$ independent combinations have no channel amplitude and stay unshifted. The theorems above treat only the case of a single group.
